# The global weight makes unnormalised averages unbiased in fixed-population projector Monte Carlo

When a projector Monte Carlo run keeps its number of walkers fixed, each measured population mean can be multiplied by the accumulated global weight before independent runs are averaged. Take a finite state space, a fixed branching factor b(s) > 0 for each state s and a stochastic move matrix P, and let the walkers start independently from a distribution μ. At each step every new walker independently copies a parent chosen with probability proportional to b and moves by P. The global weight is the product of the population means of b before each step. The file below proves that, after n steps, the expectation of the global weight times the population mean of a function f is exactly the unnormalised projected average μ · (diag(b)P)ⁿ f, for any number of walkers M ≥ 1.

In Lean 4 with Mathlib:

```lean
import Mathlib

open Matrix

namespace FixedPopulationProjectorMC

noncomputable section

variable {S : Type*} [Fintype S] {M : ℕ}

/-- The mean of an observable `f` over the `M` walkers of a population `x`. -/
def popMean (f : S → ℝ) (x : Fin M → S) : ℝ := (∑ i, f (x i)) / M

/-- The joint probability of a population whose walkers are drawn independently from `q`. -/
def independentLaw (q : S → ℝ) (y : Fin M → S) : ℝ := ∏ j, q (y j)

/-- The law of one new walker: a parent is chosen from the population `x` with probability
proportional to `b`, and its copy is moved by `P`. -/
def moveLaw (b : S → ℝ) (P : Matrix S S ℝ) (x : Fin M → S) (s : S) : ℝ :=
  ∑ i, b (x i) / (∑ k, b (x k)) * P (x i) s

/-- The probability of a history of populations: independent starts from `mu`, then `n` steps of
independent resampling and moving. -/
def historyProb (mu b : S → ℝ) (P : Matrix S S ℝ) {n : ℕ} (X : Fin (n + 1) → Fin M → S) : ℝ :=
  independentLaw mu (X 0) *
    ∏ k : Fin n, independentLaw (moveLaw b P (X k.castSucc)) (X k.succ)

/-- The global weight of a history: the product of the population means of `b` before each step. -/
def globalWeight (b : S → ℝ) {n : ℕ} (X : Fin (n + 1) → Fin M → S) : ℝ :=
  ∏ k : Fin n, popMean b (X k.castSucc)

/-- The expectation, over all histories of `n` steps with `M` walkers, of the global weight times
the final population mean of `f`. -/
def weightedAverage (M : ℕ) (mu b : S → ℝ) (P : Matrix S S ℝ) (n : ℕ) (f : S → ℝ) : ℝ :=
  ∑ X : Fin (n + 1) → Fin M → S,
    historyProb mu b P X * (globalWeight b X * popMean f (X (Fin.last n)))

omit [Fintype S] in
/-- The population mean of the constant observable one is one. -/
theorem popMean_one [NeZero M] (x : Fin M → S) : popMean (1 : S → ℝ) x = 1 := by
  have hM : (M : ℝ) ≠ 0 := Nat.cast_ne_zero.mpr (NeZero.ne M)
  simp [popMean, hM]

/-- For walkers drawn independently from `q`, the expected population mean of `f` is the
average of `f` under `q`. -/
theorem independent_mean [NeZero M] (q : S → ℝ) (hq : ∑ s, q s = 1) (f : S → ℝ) :
    ∑ y : Fin M → S, independentLaw q y * popMean f y = ∑ s, q s * f s := by
  have hM : (M : ℝ) ≠ 0 := Nat.cast_ne_zero.mpr (NeZero.ne M)
  have hpi : ∀ g : Fin M → S → ℝ,
      ∑ y : Fin M → S, ∏ j, g j (y j) = ∏ j, ∑ s, g j s := by
    intro g
    rw [Finset.prod_univ_sum, Fintype.piFinset_univ]
  -- a single walker has marginal law `q`
  have hone : ∀ i : Fin M,
      ∑ y : Fin M → S, independentLaw q y * f (y i) = ∑ s, q s * f s := by
    intro i
    calc ∑ y : Fin M → S, independentLaw q y * f (y i)
        = ∑ y : Fin M → S, ∏ j, (q (y j) * if j = i then f (y j) else 1) := by
          simp only [independentLaw, Finset.prod_mul_distrib, Finset.prod_ite_eq',
            Finset.mem_univ, if_true]
      _ = ∏ j : Fin M, ∑ s, (q s * if j = i then f s else 1) :=
          hpi (fun j s => q s * if j = i then f s else 1)
      _ = ∏ j : Fin M, (if j = i then ∑ s, q s * f s else 1) := by
          refine Finset.prod_congr rfl fun j _ => ?_
          by_cases h : j = i <;> simp [h, hq]
      _ = ∑ s, q s * f s := by simp
  calc ∑ y : Fin M → S, independentLaw q y * popMean f y
      = (∑ i : Fin M, ∑ y : Fin M → S, independentLaw q y * f (y i)) / M := by
        rw [Finset.sum_comm, Finset.sum_div]
        refine Finset.sum_congr rfl fun y _ => ?_
        rw [popMean, ← Finset.mul_sum, mul_div_assoc]
    _ = ∑ s, q s * f s := by
        simp only [hone, Finset.sum_const, Finset.card_univ, Fintype.card_fin, nsmul_eq_mul]
        exact mul_div_cancel_left₀ _ hM

/-- The law of a resampled and moved walker is normalised. -/
theorem moveLaw_sum [NeZero M] {b : S → ℝ} (hb : ∀ s, 0 < b s) {P : Matrix S S ℝ}
    (hP : ∀ s, ∑ t, P s t = 1) (x : Fin M → S) : ∑ s, moveLaw b P x s = 1 := by
  have hB : 0 < ∑ k, b (x k) :=
    Finset.sum_pos (fun k _ => hb (x k)) ⟨(0 : Fin M), Finset.mem_univ _⟩
  simp only [moveLaw]
  rw [Finset.sum_comm]
  simp only [← Finset.mul_sum, hP, mul_one]
  rw [← Finset.sum_div]
  exact div_self hB.ne'

/-- One step from a fixed population: the mean of `b` times the expected new mean of `f` equals
the present population mean of `diag(b) P f`. -/
theorem weighted_step [NeZero M] [DecidableEq S] {b : S → ℝ} (hb : ∀ s, 0 < b s)
    {P : Matrix S S ℝ} (hP : ∀ s, ∑ t, P s t = 1) (f : S → ℝ) (x : Fin M → S) :
    popMean b x * ∑ y : Fin M → S, independentLaw (moveLaw b P x) y * popMean f y
      = popMean ((diagonal b * P) *ᵥ f) x := by
  have hB : 0 < ∑ k, b (x k) :=
    Finset.sum_pos (fun k _ => hb (x k)) ⟨(0 : Fin M), Finset.mem_univ _⟩
  have h1 : ∑ s, moveLaw b P x s * f s
      = (∑ i, b (x i) * ∑ s, P (x i) s * f s) / ∑ k, b (x k) := by
    simp only [moveLaw, Finset.sum_mul, Finset.mul_sum, Finset.sum_div]
    rw [Finset.sum_comm]
    refine Finset.sum_congr rfl fun i _ => Finset.sum_congr rfl fun s _ => ?_
    ring
  have h2 : ∀ s, ((diagonal b * P) *ᵥ f) s = b s * ∑ t, P s t * f t := by
    intro s
    simp [Matrix.mulVec, dotProduct, Matrix.diagonal_mul, Finset.mul_sum, mul_assoc]
  rw [independent_mean _ (moveLaw_sum hb hP x) f, h1]
  simp only [popMean, h2]
  -- the resampling normalisation cancels against the weight factor
  rw [div_mul_div_comm, mul_comm (M : ℝ), mul_div_mul_left _ _ hB.ne']

/-- An average over histories of `n + 1` steps is an average over histories of `n` steps followed
by an average over the last population. -/
theorem sum_histories_succ (mu b : S → ℝ) (P : Matrix S S ℝ) {n : ℕ}
    (G : (Fin (n + 1) → Fin M → S) → (Fin M → S) → ℝ) :
    ∑ Z : Fin (n + 1 + 1) → Fin M → S,
        historyProb mu b P Z * G (fun k => Z k.castSucc) (Z (Fin.last (n + 1)))
      = ∑ X : Fin (n + 1) → Fin M → S, historyProb mu b P X *
          ∑ y, independentLaw (moveLaw b P (X (Fin.last n))) y * G X y := by
  let e : (Fin (n + 1 + 1) → Fin M → S) ≃ (Fin (n + 1) → Fin M → S) × (Fin M → S) :=
    { toFun := fun Z => (fun k => Z k.castSucc, Z (Fin.last (n + 1)))
      invFun := fun p => Fin.snoc (α := fun _ => Fin M → S) p.1 p.2
      left_inv := by
        intro Z
        funext k
        induction k using Fin.lastCases with
        | last => simp
        | cast j => simp
      right_inv := fun p => Prod.ext (by funext k; simp) (by simp) }
  have hprob : ∀ Z : Fin (n + 1 + 1) → Fin M → S, historyProb mu b P Z
      = historyProb mu b P (fun k => Z k.castSucc) *
        independentLaw (moveLaw b P (Z (Fin.last n).castSucc)) (Z (Fin.last (n + 1))) := by
    intro Z
    rw [historyProb, Fin.prod_univ_castSucc, ← mul_assoc]
    rfl
  simp only [hprob, Finset.mul_sum, ← mul_assoc]
  exact (e.sum_comp (fun p => historyProb mu b P p.1 *
    independentLaw (moveLaw b P (p.1 (Fin.last n))) p.2 * G p.1 p.2)).trans
      (by rw [Fintype.sum_prod_type])

/-- The probabilities of all histories of `n` steps add up to one. -/
theorem historyProb_sum [NeZero M] {mu b : S → ℝ} (hmu : ∑ s, mu s = 1) (hb : ∀ s, 0 < b s)
    {P : Matrix S S ℝ} (hP : ∀ s, ∑ t, P s t = 1) (n : ℕ) :
    ∑ X : Fin (n + 1) → Fin M → S, historyProb mu b P X = 1 := by
  have hone : ∀ q : S → ℝ, ∑ s, q s = 1 → ∑ y : Fin M → S, independentLaw q y = 1 := by
    intro q hq
    have h := independent_mean (M := M) q hq 1
    simpa only [popMean_one, Pi.one_apply, mul_one, hq] using h
  induction n with
  | zero =>
    calc ∑ X : Fin (0 + 1) → Fin M → S, historyProb mu b P X
        = ∑ X : Fin 1 → Fin M → S, independentLaw mu (X 0) :=
          Finset.sum_congr rfl fun X _ => by simp [historyProb]
      _ = ∑ x : Fin M → S, independentLaw mu x :=
          (Equiv.funUnique (Fin 1) (Fin M → S)).sum_comp (fun x => independentLaw mu x)
      _ = 1 := hone mu hmu
  | succ n ih =>
    have h := sum_histories_succ (M := M) (n := n) mu b P (fun _ _ => 1)
    have hk : ∀ x : Fin M → S, ∑ y : Fin M → S, independentLaw (moveLaw b P x) y = 1 :=
      fun x => hone _ (moveLaw_sum hb hP x)
    simp only [mul_one, hk] at h
    rw [h, ih]

/-- Unbiasedness at fixed population: the histories carry a probability law, and under it the
expected global weight times the mean of `f` after `n` steps is `mu (diag(b) P)^n f`. -/
theorem fixed_population_unbiased [NeZero M] [DecidableEq S] {mu b : S → ℝ} {P : Matrix S S ℝ}
    (hmu0 : ∀ s, 0 ≤ mu s) (hmu : ∑ s, mu s = 1) (hb : ∀ s, 0 < b s)
    (hP0 : ∀ s t, 0 ≤ P s t) (hP : ∀ s, ∑ t, P s t = 1) (n : ℕ) (f : S → ℝ) :
    (∀ X : Fin (n + 1) → Fin M → S, 0 ≤ historyProb mu b P X) ∧
    ∑ X : Fin (n + 1) → Fin M → S, historyProb mu b P X = 1 ∧
    weightedAverage M mu b P n f = mu ⬝ᵥ ((diagonal b * P) ^ n *ᵥ f) := by
  refine ⟨fun X => ?_, historyProb_sum hmu hb hP n, ?_⟩
  · unfold historyProb independentLaw moveLaw
    exact mul_nonneg (Finset.prod_nonneg fun j _ => hmu0 _)
      (Finset.prod_nonneg fun k _ => Finset.prod_nonneg fun j _ => Finset.sum_nonneg fun i _ =>
        mul_nonneg (div_nonneg (hb _).le (Finset.sum_nonneg fun l _ => (hb _).le)) (hP0 _ _))
  induction n generalizing f with
  | zero =>
    calc weightedAverage M mu b P 0 f
        = ∑ X : Fin 1 → Fin M → S, independentLaw mu (X 0) * popMean f (X 0) :=
          Finset.sum_congr rfl fun X _ => by simp [historyProb, globalWeight]
      _ = ∑ x : Fin M → S, independentLaw mu x * popMean f x :=
          (Equiv.funUnique (Fin 1) (Fin M → S)).sum_comp
            (fun x => independentLaw mu x * popMean f x)
      _ = mu ⬝ᵥ ((diagonal b * P) ^ 0 *ᵥ f) := by
          rw [independent_mean mu hmu f, pow_zero, Matrix.one_mulVec]
          rfl
  | succ n ih =>
    have hw : ∀ Z : Fin (n + 1 + 1) → Fin M → S, globalWeight b Z
        = globalWeight b (fun k => Z k.castSucc) * popMean b (Z (Fin.last n).castSucc) :=
      fun Z => Fin.prod_univ_castSucc (fun k => popMean b (Z k.castSucc))
    -- average over the last population first, then use the result for `n` steps
    calc weightedAverage M mu b P (n + 1) f
        = ∑ X : Fin (n + 1) → Fin M → S, historyProb mu b P X *
            ∑ y, independentLaw (moveLaw b P (X (Fin.last n))) y *
              (globalWeight b X * popMean b (X (Fin.last n)) * popMean f y) := by
          simp only [weightedAverage, hw]
          exact sum_histories_succ mu b P
            (fun X y => globalWeight b X * popMean b (X (Fin.last n)) * popMean f y)
      _ = weightedAverage M mu b P n ((diagonal b * P) *ᵥ f) := by
          refine Finset.sum_congr rfl fun X _ => ?_
          rw [← weighted_step hb hP f (X (Fin.last n))]
          simp only [Finset.mul_sum]
          refine Finset.sum_congr rfl fun y _ => ?_
          ring
      _ = mu ⬝ᵥ ((diagonal b * P) ^ (n + 1) *ᵥ f) := by
          rw [ih, Matrix.mulVec_mulVec, ← pow_succ]

/-- The expected global weight after `n` steps is `mu (diag(b) P)^n 1`. -/
theorem mean_globalWeight [NeZero M] [DecidableEq S] {mu b : S → ℝ} {P : Matrix S S ℝ}
    (hmu0 : ∀ s, 0 ≤ mu s) (hmu : ∑ s, mu s = 1) (hb : ∀ s, 0 < b s)
    (hP0 : ∀ s t, 0 ≤ P s t) (hP : ∀ s, ∑ t, P s t = 1) (n : ℕ) :
    ∑ X : Fin (n + 1) → Fin M → S, historyProb mu b P X * globalWeight b X
      = mu ⬝ᵥ ((diagonal b * P) ^ n *ᵥ 1) := by
  rw [← (fixed_population_unbiased (M := M) hmu0 hmu hb hP0 hP n 1).2.2]
  simp only [weightedAverage, popMean_one, mul_one]

/-- If `f` satisfies `diag(b) P f = E f`, the weighted average of `f` after `n` steps is `E^n`
times its initial average. -/
theorem eigenfunction_growth [NeZero M] [DecidableEq S] {mu b : S → ℝ} {P : Matrix S S ℝ}
    (hmu0 : ∀ s, 0 ≤ mu s) (hmu : ∑ s, mu s = 1) (hb : ∀ s, 0 < b s)
    (hP0 : ∀ s t, 0 ≤ P s t) (hP : ∀ s, ∑ t, P s t = 1) (n : ℕ) {f : S → ℝ} {E : ℝ}
    (hf : (diagonal b * P) *ᵥ f = E • f) :
    weightedAverage M mu b P n f = E ^ n * (mu ⬝ᵥ f) := by
  have hpow : (diagonal b * P) ^ n *ᵥ f = E ^ n • f := by
    induction n with
    | zero => simp
    | succ n ih =>
      rw [pow_succ, ← Matrix.mulVec_mulVec, hf, Matrix.mulVec_smul, ih, smul_smul, ← pow_succ']
  rw [(fixed_population_unbiased (M := M) hmu0 hmu hb hP0 hP n f).2.2, hpow, dotProduct_smul,
    smul_eq_mul]

end

end FixedPopulationProjectorMC
```

```lean
#print axioms FixedPopulationProjectorMC.fixed_population_unbiased
#print axioms FixedPopulationProjectorMC.mean_globalWeight
#print axioms FixedPopulationProjectorMC.eigenfunction_growth
```

```
'FixedPopulationProjectorMC.fixed_population_unbiased' depends on axioms: [propext, Classical.choice, Quot.sound]
'FixedPopulationProjectorMC.mean_globalWeight' depends on axioms: [propext, Classical.choice, Quot.sound]
'FixedPopulationProjectorMC.eigenfunction_growth' depends on axioms: [propext, Classical.choice, Quot.sound]
```

## The projected average and the law of the walkers

Write K = diag(b)P, so that K(s,t) = b(s)P(s,t), and let μ be the initial probability vector. The main theorem, `fixed_population_unbiased`, has three parts: every history of the population has non-negative probability, these probabilities add up to one, and

E[Wₙ · f̄(Xₙ)] = μ · Kⁿ f

for every real observable f and every number of steps n. Here Xₙ is the population after n steps, f̄ is the mean of f over its M walkers, and Wₙ is the global weight, the product of the population means of b before each step. For n = 0 the weight is 1.

A population x has type `Fin M → S` and assigns a state xᵢ to each walker i. A history has type `Fin (n + 1) → Fin M → S` and lists the populations X₀, …, Xₙ. In step k, `k.castSucc` labels the population before the step and `k.succ` the one after it. With B(x) = Σₖ b(xₖ), the law of one new walker is `moveLaw`:

qₓ(s) = Σᵢ [b(xᵢ)/B(x)] P(xᵢ,s).

A parent is chosen in proportion to b, and its copy is moved by P. Given x, the M new walkers are independent, so `independentLaw` is a product. They may still share parents, and the history law retains the resulting correlations. The expectation `weightedAverage` is an explicit finite sum over histories.

The hypotheses `hmu0` and `hmu` make μ a probability vector, `hP0` and `hP` make P stochastic, and `[NeZero M]` says M ≥ 1. The condition `hb`, that b is strictly positive, means that every state can leave descendants; it guarantees B(x) > 0, so that resampling is always defined.

A finite Hamiltonian matrix H with no positive off-diagonal elements fits this model through K = 1 − τ(H − E_T), where E_T is a constant energy shift and the time step τ > 0 is small enough for K to have non-negative entries and positive row sums. The row sums are then b, and dividing each row by its sum gives P. In this sign-problem-free, finite setting, K is a first-order step of the imaginary-time projection used for ground states in quantum mechanics. The projected vector μKⁿ then represents amplitudes, not their squares, so even after normalisation the average of f over the walkers is in general not the quantum expectation value of f.

The branching factor stays the same throughout the run, so an energy shift adjusted by feedback is not covered. Nor are signed walkers or correlated resampling schemes. The theorem gives an expectation and no bound on the variance. It also treats unnormalised averages: a ratio of two sampled averages, as in an energy estimate, can still be biased for a finite number of runs.

## Cancellation in one step

First let M walkers y be drawn independently from a normalised law q. For a chosen walker i, the sum over populations factorises:

Σ_y [Πⱼ q(yⱼ)] f(yᵢ) = [Σₛ q(s)f(s)] · Πⱼ≠ᵢ [Σₛ q(s)] = Σₛ q(s)f(s).

Averaging over i gives M equal terms divided by M, so the expected population mean is also Σₛ q(s)f(s). This is `independent_mean`. Its proof inserts f into the factor of walker i alone and exchanges the product with the sum by `Finset.prod_univ_sum`.

The law qₓ is normalised because the rows of P sum to one:

Σₛ qₓ(s) = Σᵢ [b(xᵢ)/B(x)] Σₛ P(xᵢ,s) = B(x)/B(x) = 1.

This is `moveLaw_sum`. The previous result therefore applies to the new population y. Multiplying its expected mean by the weight factor b̄(x) = B(x)/M gives

b̄(x) · E[f̄(y) | x]
= [B(x)/M] · Σᵢ [b(xᵢ)/B(x)] (Pf)(xᵢ)
= (1/M) Σᵢ b(xᵢ)(Pf)(xᵢ)
= mean of Kf over x.

The random normalisation B(x) has cancelled exactly, whatever the value of M. In `weighted_step`, `h1` computes the average of f under qₓ, `h2` writes out Kf, and the last rewrite performs the cancellation.

## From one step to n steps

Let Aₙ(f) = E[Wₙ f̄(Xₙ)], and let p(X) be the probability of a history X. A history of n + 1 steps is a history X of n steps followed by one more population y. Its probability is p(X) · Πⱼ q_{Xₙ}(yⱼ), and its weight is Wₙ · b̄(Xₙ). Summing over y first gives

Aₙ₊₁(f) = Σ_X p(X) Wₙ b̄(Xₙ) E[f̄(y) | Xₙ]
= Σ_X p(X) Wₙ · (mean of Kf over Xₙ)
= Aₙ(Kf).

At the start, A₀(f) = μ · f by the result for independent walkers. If the formula holds after n steps for every observable, applying it to Kf gives

Aₙ₊₁(f) = μ · Kⁿ(Kf) = μ · Kⁿ⁺¹ f.

The lemma `sum_histories_succ` splits off the last population through the bijection `e`, and `hprob` factorises the probability. The same splitting proves `historyProb_sum`: the last population sums to one, and induction removes the earlier steps. In the main theorem, `induction n generalizing f` keeps the observable free, as the passage from f to Kf requires. Non-negativity follows because every factor of p(X) is non-negative.

## Mean weight and geometric growth

Taking f = 1 makes the population mean equal to one, so `mean_globalWeight` gives E[Wₙ] = μ · Kⁿ1. If Kf = Ef for a real number E (written without brackets, unlike the expectation E[·]), then Kⁿf = Eⁿf by induction, and `eigenfunction_growth` gives

E[Wₙ f̄(Xₙ)] = Eⁿ (μ · f).

When f is not the zero vector, the factor E on the right is an eigenvalue of K. For K = 1 − τ(H − E_T), an eigenvector of H with energy ε has E = 1 − τ(ε − E_T).
